# The product of the two squared frequencies at fixed Bloch phase in a harmonic chain with alternating masses and springs

In a harmonic chain with alternating masses `m₁`, `m₂` and alternating spring constants `K₁`, `K₂`, each Bloch phase `x` per cell has two squared frequencies, the eigenvalues of a 2×2 Hermitian dynamical matrix in mass-weighted coordinates. The theorem `sqFreq_mul` says that their product is 4`K₁``K₂` sin²(`x`/2)/(`m₁``m₂`). The masses are assumed positive, while the spring constants may be any real numbers. The proof equates the product of the eigenvalues with the determinant of the matrix, and computes the determinant from identities for the complex exponentials and the half-angle formula for the cosine.

The first attempt, which Lean rejects:

```lean
import Mathlib

open scoped Real
open Matrix

namespace SqFreqMul

noncomputable section

/-- Bloch dynamical matrix, at phase `x` per cell, of a chain with alternating masses
`m₁, m₂ > 0` and alternating springs `K₁, K₂`, in mass-weighted coordinates. -/
def bloch (K₁ K₂ m₁ m₂ x : ℝ) : Matrix (Fin 2) (Fin 2) ℂ :=
  !![((K₁ : ℂ) + K₂) / m₁,
     -((K₁ : ℂ) + K₂ * Complex.exp (-(x * Complex.I))) / (Real.sqrt m₁ * Real.sqrt m₂);
     -((K₁ : ℂ) + K₂ * Complex.exp (x * Complex.I)) / (Real.sqrt m₁ * Real.sqrt m₂),
     ((K₁ : ℂ) + K₂) / m₂]

/-- The Bloch matrix is Hermitian. -/
theorem bloch_isHermitian (K₁ K₂ m₁ m₂ x : ℝ) : (bloch K₁ K₂ m₁ m₂ x).IsHermitian := by
  ext i j
  fin_cases i <;> fin_cases j <;>
    simp [bloch, Matrix.conjTranspose_apply, ← Complex.exp_conj]

/-- The two squared frequencies at phase `x`: the eigenvalues of the Bloch matrix, for
positive masses. -/
def sqFreq (K₁ K₂ m₁ m₂ x : ℝ) (i : Fin 2) : ℝ :=
  (bloch_isHermitian K₁ K₂ m₁ m₂ x).eigenvalues i

/-- For positive masses, the product of the two squared frequencies is
`4 K₁ K₂ sin² (x/2) / (m₁ m₂)`. -/
theorem sqFreq_mul (K₁ K₂ x : ℝ) {m₁ m₂ : ℝ} (h₁ : 0 < m₁) (h₂ : 0 < m₂) :
    sqFreq K₁ K₂ m₁ m₂ x 0 * sqFreq K₁ K₂ m₁ m₂ x 1
      = K₁ * K₂ / (m₁ * m₂) * (4 * Real.sin (x / 2) ^ 2) := by
  have r₁ : (m₁ : ℂ) = (Real.sqrt m₁ : ℂ) ^ 2 := by
    rw [← Complex.ofReal_pow, Real.sq_sqrt h₁.le]
  have r₂ : (m₂ : ℂ) = (Real.sqrt m₂ : ℂ) ^ 2 := by
    rw [← Complex.ofReal_pow, Real.sq_sqrt h₂.le]
  have hprod : Complex.exp (x * Complex.I) * Complex.exp (-(x * Complex.I)) = 1 := by
    rw [← Complex.exp_add, add_neg_cancel, Complex.exp_zero]
  have hsum : Complex.exp (x * Complex.I) + Complex.exp (-(x * Complex.I))
      = 2 * (Real.cos x : ℂ) := by
    rw [Complex.ofReal_cos, Complex.cos, neg_mul]
    ring
  have hcos : Real.cos x = 1 - 2 * Real.sin (x / 2) ^ 2 := by
    have h := Real.cos_two_mul (x / 2)
    rw [show 2 * (x / 2) = x by ring] at h
    linarith [Real.sin_sq_add_cos_sq (x / 2)]
  have hc : (Real.cos x : ℂ) = 1 - 2 * (Real.sin (x / 2) : ℂ) ^ 2 := by
    rw [hcos]
    push_cast
    ring
  -- the product of the eigenvalues is the determinant
  have hdet := (bloch_isHermitian K₁ K₂ m₁ m₂ x).det_eq_prod_eigenvalues
  rw [Fin.prod_univ_two, bloch, Matrix.det_fin_two_of, r₁, r₂] at hdet
  have h : ((K₁ * K₂ / (m₁ * m₂) * (4 * Real.sin (x / 2) ^ 2) : ℝ) : ℂ)
      = (sqFreq K₁ K₂ m₁ m₂ x 0 : ℂ) * (sqFreq K₁ K₂ m₁ m₂ x 1 : ℂ) := by
    refine Eq.trans ?_ hdet
    rw [Complex.ofReal_mul, Complex.ofReal_div, Complex.ofReal_mul, Complex.ofReal_mul,
      Complex.ofReal_mul, Complex.ofReal_pow, r₁, r₂, Complex.ofReal_ofNat]
    linear_combination ((Real.sqrt m₁ : ℂ) ^ 2 * (Real.sqrt m₂ : ℂ) ^ 2)⁻¹ *
      (K₁ * K₂ * hsum + K₂ ^ 2 * hprod + 2 * K₁ * K₂ * hc)
  exact_mod_cast h.symm

end

end SqFreqMul
```

Compiling this gives:

```
Main.lean:54:25: error: Failed to rewrite using equation theorems for `bloch`
```

Diagnosis. The error falls on `bloch` in the `rw … at hdet`, where Lean is asked to replace the matrix by its explicit entries. In `hdet` the matrix stands not only inside the determinant but also inside the eigenvalues, which take the proof `bloch_isHermitian K₁ K₂ m₁ m₂ x` as an argument. That proof is about `bloch K₁ K₂ m₁ m₂ x`. `rw` tries to abstract every occurrence of the matrix at once, and the proof no longer has the type that the abstracted eigenvalues require, so the rewrite fails.

The repair computes the determinant in a separate statement, `hD`, which has no eigenvalues in it, so `bloch` can be unfolded there safely. The algebra is the same as before, with the coefficient in `linear_combination` negated because the two sides of the equation have changed places. In `hdet` only the product over two indices is now expanded, and `bloch` stays folded. `hD.symm.trans hdet` then joins the two equations, since `sqFreq` is by definition the corresponding eigenvalue.

Lean accepts the file once it reads:

```diff
@@ -50,14 +50,17 @@
     push_cast
     ring
+  have hD : (bloch K₁ K₂ m₁ m₂ x).det
+      = ((K₁ * K₂ / (m₁ * m₂) * (4 * Real.sin (x / 2) ^ 2) : ℝ) : ℂ) := by
+    rw [bloch, Matrix.det_fin_two_of, Complex.ofReal_mul, Complex.ofReal_div,
+      Complex.ofReal_mul, Complex.ofReal_mul, Complex.ofReal_mul, Complex.ofReal_pow,
+      r₁, r₂, Complex.ofReal_ofNat]
+    linear_combination (-((Real.sqrt m₁ : ℂ) ^ 2 * (Real.sqrt m₂ : ℂ) ^ 2)⁻¹) *
+      (K₁ * K₂ * hsum + K₂ ^ 2 * hprod + 2 * K₁ * K₂ * hc)
   -- the product of the eigenvalues is the determinant
   have hdet := (bloch_isHermitian K₁ K₂ m₁ m₂ x).det_eq_prod_eigenvalues
-  rw [Fin.prod_univ_two, bloch, Matrix.det_fin_two_of, r₁, r₂] at hdet
+  rw [Fin.prod_univ_two] at hdet
   have h : ((K₁ * K₂ / (m₁ * m₂) * (4 * Real.sin (x / 2) ^ 2) : ℝ) : ℂ)
-      = (sqFreq K₁ K₂ m₁ m₂ x 0 : ℂ) * (sqFreq K₁ K₂ m₁ m₂ x 1 : ℂ) := by
-    refine Eq.trans ?_ hdet
-    rw [Complex.ofReal_mul, Complex.ofReal_div, Complex.ofReal_mul, Complex.ofReal_mul,
-      Complex.ofReal_mul, Complex.ofReal_pow, r₁, r₂, Complex.ofReal_ofNat]
-    linear_combination ((Real.sqrt m₁ : ℂ) ^ 2 * (Real.sqrt m₂ : ℂ) ^ 2)⁻¹ *
-      (K₁ * K₂ * hsum + K₂ ^ 2 * hprod + 2 * K₁ * K₂ * hc)
+      = (sqFreq K₁ K₂ m₁ m₂ x 0 : ℂ) * (sqFreq K₁ K₂ m₁ m₂ x 1 : ℂ) :=
+    hD.symm.trans hdet
   exact_mod_cast h.symm
 
```
